# Topology-independent eigenvalue bounds for the Weaire–Thorpe Hamiltonian on finite networks

The topology of a network enters here only through a map σ on hybrids. Each atom i carries four orthonormal hybrids (i, k), and σ sends a hybrid p = (i, k) to its partner across the bond, with σ(σ(p)) = p. No positions are recorded, and nothing is assumed about rings or periodicity. The condition also admits a hybrid paired with itself, which then acquires the on-site energy V₂.

Two real constants set the energies. V₁ couples different hybrids of one atom, and 4V₁ is the atomic s–p splitting E_s − E_p for sp³ hybrids. The zero of energy is the on-site energy (E_s + 3E_p)/4 of such a hybrid. V₂ couples the two hybrids that share a bond. For every finite network of this kind, each eigenvalue E satisfies

| |V₂| − 2|V₁| | ≤ |E − V₁| ≤ |V₂| + 2|V₁|.

In this non-interacting model with identical atoms and bonds, an energy window around V₁ is therefore empty whenever |V₂| ≠ 2|V₁|, in a disordered network as in a crystal.

## Two reflections on an inner product space

The argument needs no network at first. Let V be a complex inner product space of any dimension.

```lean
import Mathlib

open Finset

namespace WeaireThorpe

noncomputable section

section Abstract

variable {V : Type*} [NormedAddCommGroup V] [InnerProductSpace ℂ V]
```

On V, take linear maps P and X and real numbers a and b of either sign, and form

H = aP + bX.

```lean
/-- The two-term Hamiltonian `a P + b X` with real couplings `a` and `b`. -/
def twoTerm (P X : V →ₗ[ℂ] V) (a b : ℝ) : V →ₗ[ℂ] V :=
  (a : ℂ) • P + (b : ℂ) • X
```

Suppose that X is symmetric, ⟨Xv, w⟩ = ⟨v, Xw⟩, and that X² = 1. Then

‖Xv‖² = ⟨Xv, Xv⟩ = ⟨v, X(Xv)⟩ = ⟨v, v⟩ = ‖v‖².

In Lean, `hX` moves X across the inner product and `hXX` removes the square.

```lean
/-- A symmetric operator that squares to one preserves the norm of every state. -/
theorem norm_involution {X : V →ₗ[ℂ] V} (hX : X.IsSymmetric)
    (hXX : ∀ v, X (X v) = v) (v : V) : ‖X v‖ = ‖v‖ := by
  rw [norm_eq_sqrt_re_inner (𝕜 := ℂ) (X v), norm_eq_sqrt_re_inner (𝕜 := ℂ) v,
    hX v (X v), hXX]
```

Suppose that P is symmetric and P² = P. Then 2P − 1 is symmetric too, and

(2P − 1)² = 4P² − 4P + 1 = 1,

so the previous step applies to it. The proof establishes the symmetry as `hs` and then calls `norm_involution`.

```lean
/-- For a symmetric projector `P`, the reflection `2P - 1` preserves the norm of every state. -/
theorem norm_reflection {P : V →ₗ[ℂ] V} (hP : P.IsSymmetric)
    (hPP : ∀ v, P (P v) = P v) (v : V) : ‖(2 : ℂ) • P v - v‖ = ‖v‖ := by
  have hs : ((2 : ℂ) • P - LinearMap.id).IsSymmetric := by
    intro x y
    have h2 : (starRingEnd ℂ) 2 = 2 := by apply Complex.ext <;> simp
    simp [inner_sub_left, inner_sub_right, inner_smul_left, inner_smul_right, hP x y, h2]
  refine norm_involution hs (fun w => ?_) v
  simp only [LinearMap.sub_apply, LinearMap.smul_apply, LinearMap.id_apply, map_sub,
    map_smul, hPP]
  module
```

Measured from a/2, the Hamiltonian is a sum of two scaled reflections:

H − a/2 = bX + (a/2)(2P − 1).

Acting on v, the two terms have norms |b|‖v‖ and (|a|/2)‖v‖. The triangle inequality and its reverse give

| |b| − |a|/2 | ‖v‖ ≤ ‖(H − a/2)v‖ ≤ (|b| + |a|/2) ‖v‖.

These are `hw`, `hu` and `hsplit` below, followed by one triangle inequality for each side.

```lean
/-- For a symmetric projector `P`, a symmetric involution `X` and every `v`, the norm of `(aP + bX -
a/2) v` lies between `||b| - |a|/2|` and `|b| + |a|/2` times the norm of `v`. -/
theorem norm_shifted_bounds {P X : V →ₗ[ℂ] V} (hP : P.IsSymmetric)
    (hPP : ∀ v, P (P v) = P v) (hX : X.IsSymmetric) (hXX : ∀ v, X (X v) = v)
    (a b : ℝ) (v : V) :
    |(|b| - |a| / 2)| * ‖v‖ ≤ ‖twoTerm P X a b v - ((a : ℂ) / 2) • v‖ ∧
      ‖twoTerm P X a b v - ((a : ℂ) / 2) • v‖ ≤ (|b| + |a| / 2) * ‖v‖ := by
  have hu : ‖((a : ℂ) / 2) • ((2 : ℂ) • P v - v)‖ = |a| / 2 * ‖v‖ := by
    rw [norm_smul, norm_reflection hP hPP]
    simp
  have hw : ‖(b : ℂ) • X v‖ = |b| * ‖v‖ := by
    rw [norm_smul, norm_involution hX hXX, Complex.norm_real, Real.norm_eq_abs]
  -- the shifted Hamiltonian is a sum of two scaled reflections
  have hsplit : twoTerm P X a b v - ((a : ℂ) / 2) • v
      = (b : ℂ) • X v + ((a : ℂ) / 2) • ((2 : ℂ) • P v - v) := by
    simp only [twoTerm, LinearMap.add_apply, LinearMap.smul_apply]
    module
  rw [hsplit]
  constructor
  · have h := abs_norm_sub_norm_le ((b : ℂ) • X v)
      (-(((a : ℂ) / 2) • ((2 : ℂ) • P v - v)))
    rw [norm_neg, sub_neg_eq_add, hw, hu, ← sub_mul, abs_mul, abs_norm] at h
    exact h
  · have h := norm_add_le ((b : ℂ) • X v) (((a : ℂ) / 2) • ((2 : ℂ) • P v - v))
    rw [hw, hu, ← add_mul] at h
    exact h
```

If Hv = Ev with v ≠ 0, the middle term is |E − a/2| ‖v‖, and dividing by ‖v‖ > 0 leaves

| |b| − |a|/2 | ≤ |E − a/2| ≤ |b| + |a|/2.

For a, b ≥ 0 the left side is |b − a/2| and the right side is b + a/2. Lean takes E as a complex number and writes its modulus as a norm. Since H is symmetric, E is in fact real, but the proof does not need this.

```lean
/-- Every eigenvalue `E` of `aP + bX`, with `P` a symmetric projector and `X` a symmetric
involution, satisfies `||b| - |a|/2| ≤ |E - a/2| ≤ |b| + |a|/2`. -/
theorem eigenvalue_bounds {P X : V →ₗ[ℂ] V} (hP : P.IsSymmetric)
    (hPP : ∀ v, P (P v) = P v) (hX : X.IsSymmetric) (hXX : ∀ v, X (X v) = v)
    (a b : ℝ) {E : ℂ} (hE : Module.End.HasEigenvalue (twoTerm P X a b) E) :
    |(|b| - |a| / 2)| ≤ ‖E - (a : ℂ) / 2‖ ∧ ‖E - (a : ℂ) / 2‖ ≤ |b| + |a| / 2 := by
  obtain ⟨v, hv⟩ := hE.exists_hasEigenvector
  have hpos : 0 < ‖v‖ := norm_pos_iff.2 hv.2
  have h := norm_shifted_bounds hP hPP hX hXX a b v
  rw [hv.apply_eq_smul, ← sub_smul, norm_smul] at h
  exact ⟨le_of_mul_le_mul_right h.1 hpos, le_of_mul_le_mul_right h.2 hpos⟩

end Abstract
```

## The network as a projector and a bond exchange

A state ψ assigns a complex amplitude ψ(i, k) to each hybrid, with k running from 0 to 3.

```lean
/-- States of a network of atoms labelled by `I`, each atom carrying four hybrids. -/
abbrev Hybrids (I : Type*) := EuclideanSpace ℂ (I × Fin 4)
```

The projector averages over the hybrids of an atom, which keeps the s-like combination:

(Pψ)(i, k) = (1/4) Σ_l ψ(i, l).

```lean
variable {I : Type*}

/-- Replaces each amplitude by the average over the four hybrids of the same atom. -/
def siteProj : Hybrids I →ₗ[ℂ] Hybrids I where
  toFun ψ := WithLp.toLp 2 fun p => (∑ k, ψ (p.1, k)) / 4
  map_add' x y := by
    ext p
    show (∑ k, (x (p.1, k) + y (p.1, k))) / 4
      = (∑ k, x (p.1, k)) / 4 + (∑ k, y (p.1, k)) / 4
    rw [sum_add_distrib, add_div]
  map_smul' c x := by
    ext p
    show (∑ k, c * x (p.1, k)) / 4 = c * ((∑ k, x (p.1, k)) / 4)
    rw [← mul_sum, mul_div_assoc]
```

The second operator exchanges amplitudes across bonds:

(Xψ)(p) = ψ(σ(p)).

```lean
/-- Replaces the amplitude on each hybrid by that on its partner under the bond map `σ`. -/
def bondSwap (σ : I × Fin 4 → I × Fin 4) : Hybrids I →ₗ[ℂ] Hybrids I where
  toFun ψ := WithLp.toLp 2 fun p => ψ (σ p)
  map_add' _ _ := by ext p; rfl
  map_smul' _ _ := by ext p; rfl
```

The Hamiltonian is defined directly from the couplings, with the hybrid's own amplitude left out of the atomic sum:

(Hψ)(i, k) = V₁ Σ_{l≠k} ψ(i, l) + V₂ ψ(σ(i, k)).

```lean
/-- The network Hamiltonian: `V₁` couples different hybrids of one atom, and `V₂` couples each
hybrid to its partner under `σ`. -/
def hamiltonian (σ : I × Fin 4 → I × Fin 4) (V₁ V₂ : ℝ) : Hybrids I →ₗ[ℂ] Hybrids I where
  toFun ψ := WithLp.toLp 2 fun p =>
    (V₁ : ℂ) * ∑ k ∈ univ.erase p.2, ψ (p.1, k) + (V₂ : ℂ) * ψ (σ p)
  map_add' x y := by
    ext p
    show (V₁ : ℂ) * ∑ k ∈ univ.erase p.2, (x (p.1, k) + y (p.1, k))
        + (V₂ : ℂ) * (x (σ p) + y (σ p))
      = ((V₁ : ℂ) * ∑ k ∈ univ.erase p.2, x (p.1, k) + (V₂ : ℂ) * x (σ p))
        + ((V₁ : ℂ) * ∑ k ∈ univ.erase p.2, y (p.1, k) + (V₂ : ℂ) * y (σ p))
    rw [sum_add_distrib]
    ring
  map_smul' c x := by
    ext p
    show (V₁ : ℂ) * ∑ k ∈ univ.erase p.2, c * x (p.1, k) + (V₂ : ℂ) * (c * x (σ p))
      = c * ((V₁ : ℂ) * ∑ k ∈ univ.erase p.2, x (p.1, k) + (V₂ : ℂ) * x (σ p))
    rw [← mul_sum]
    ring
```

P and X have the properties required above. For the projector,

⟨Px, y⟩ = (1/4) Σ_i (Σ_l x(i, l))* (Σ_k y(i, k)) = ⟨x, Py⟩,

and averaging four equal numbers changes nothing, so P² = P. For the exchange, relabelling q = σ(p) gives

⟨Xx, y⟩ = Σ_p x(σ(p))* y(p) = Σ_q x(q)* y(σ(q)) = ⟨x, Xy⟩,

and X² = 1 because σ(σ(p)) = p. The four parts of the proof follow this order, with `Fintype.sum_equiv` doing the relabelling.

```lean
/-- On every finite network with an involutive bond map, site averaging is a symmetric projector
and bond exchange is a symmetric involution. -/
theorem network_witness [Fintype I] {σ : I × Fin 4 → I × Fin 4}
    (hσ : Function.Involutive σ) :
    (siteProj (I := I)).IsSymmetric ∧
      (∀ ψ : Hybrids I, siteProj (siteProj ψ) = siteProj ψ) ∧
      (bondSwap σ).IsSymmetric ∧ ∀ ψ, bondSwap σ (bondSwap σ ψ) = ψ := by
  refine ⟨fun x y => ?_, fun ψ => ?_, fun x y => ?_, fun ψ => ?_⟩
  · simp only [PiLp.inner_apply, Fintype.sum_prod_type]
    refine sum_congr rfl fun i _ => ?_
    show ∑ k, inner ℂ ((∑ l, x (i, l)) / 4) (y (i, k))
      = ∑ k, inner ℂ (x (i, k)) ((∑ l, y (i, l)) / 4)
    simp only [Fin.sum_univ_four, RCLike.inner_apply, map_div₀, map_add, map_ofNat]
    ring
  · ext p
    show (∑ _k : Fin 4, (∑ l, ψ (p.1, l)) / 4) / 4 = (∑ l, ψ (p.1, l)) / 4
    simp only [Fin.sum_univ_four]
    ring
  · simp only [PiLp.inner_apply]
    -- relabel the hybrids by their bond partners
    refine Fintype.sum_equiv (Function.Involutive.toPerm σ hσ) _ _ fun p => ?_
    show inner ℂ (x (σ p)) (y p) = inner ℂ (x (σ p)) (y (σ (σ p)))
    rw [hσ p]
  · ext p
    show ψ (σ (σ p)) = ψ p
    rw [hσ p]
```

Adding and subtracting the missing term l = k in the atomic sum gives

Σ_{l≠k} ψ(i, l) = 4(Pψ)(i, k) − ψ(i, k),

and hence

H = 4V₁P + V₂X − V₁.

```lean
/-- The network Hamiltonian equals `4 V₁ P + V₂ X - V₁`, with `P` the site average and `X` the
bond exchange. -/
theorem hamiltonian_eq [Fintype I] (σ : I × Fin 4 → I × Fin 4) (V₁ V₂ : ℝ)
    (ψ : Hybrids I) : hamiltonian σ V₁ V₂ ψ
      = twoTerm siteProj (bondSwap σ) (4 * V₁) V₂ ψ - (V₁ : ℂ) • ψ := by
  ext p
  have h : ψ (p.1, p.2) + ∑ k ∈ univ.erase p.2, ψ (p.1, k) = ∑ k, ψ (p.1, k) :=
    add_sum_erase univ (fun k => ψ (p.1, k)) (mem_univ p.2)
  show (V₁ : ℂ) * ∑ k ∈ univ.erase p.2, ψ (p.1, k) + (V₂ : ℂ) * ψ (σ p)
    = ((4 * V₁ : ℝ) : ℂ) * ((∑ k, ψ (p.1, k)) / 4) + (V₂ : ℂ) * ψ (σ p)
      - (V₁ : ℂ) * ψ (p.1, p.2)
  push_cast
  linear_combination (V₁ : ℂ) * h
```

An eigenvalue E of H is thus an eigenvalue E + V₁ of 4V₁P + V₂X. Put a = 4V₁ and b = V₂ in the abstract bounds. The distance becomes

|E + V₁ − 2V₁| = |E − V₁|,

and |a|/2 = 2|V₁|. The lemma `h2` is the shift, while `h4` and `hc` are these two simplifications.

```lean
/-- For every finite network with an involutive bond map, each energy `E` satisfies
`||V₂| - 2|V₁|| ≤ |E - V₁| ≤ |V₂| + 2|V₁|`. -/
theorem network_bounds [Fintype I] {σ : I × Fin 4 → I × Fin 4}
    (hσ : Function.Involutive σ) (V₁ V₂ : ℝ) {E : ℂ}
    (hE : Module.End.HasEigenvalue (hamiltonian σ V₁ V₂) E) :
    |(|V₂| - 2 * |V₁|)| ≤ ‖E - V₁‖ ∧ ‖E - V₁‖ ≤ |V₂| + 2 * |V₁| := by
  obtain ⟨v, hv⟩ := hE.exists_hasEigenvector
  have h1 := hv.apply_eq_smul
  rw [hamiltonian_eq] at h1
  -- shifting the energy by V₁ gives an eigenvalue of the two-term Hamiltonian
  have h2 : twoTerm siteProj (bondSwap σ) (4 * V₁) V₂ v = (E + V₁) • v := by
    rw [add_smul, ← h1, sub_add_cancel]
  obtain ⟨hP, hPP, hX, hXX⟩ := network_witness hσ
  have h := eigenvalue_bounds hP hPP hX hXX (4 * V₁) V₂
    (Module.End.hasEigenvalue_of_hasEigenvector
      ⟨Module.End.mem_eigenspace_iff.2 h2, hv.2⟩)
  have h4 : |4 * V₁| / 2 = 2 * |V₁| := by
    rw [abs_mul, abs_of_pos (by norm_num : (0 : ℝ) < 4)]
    ring
  have hc : E + V₁ - ((4 * V₁ : ℝ) : ℂ) / 2 = E - V₁ := by
    push_cast
    ring
  rwa [h4, hc] at h
```

The bounds exclude energies but do not count the states on either side of the window, so they do not place the Fermi level in it.

The condition X² = 1 matters. Take a single atom whose four hybrids have no partners, so that X = 0. The eigenvalues are 3V₁ and −V₁, both at distance 2|V₁| from V₁. For V₁ = −1 and V₂ = −5 that distance is 2, whereas the lower bound would demand 3.

## States that reach the bounds

Equal amplitudes on all hybrids, 1/√(4N) each for N atoms after normalisation, give

E = 3V₁ + V₂.

Each hybrid sees three equal neighbours on its atom and one across the bond. The code uses amplitude 1. When V₁ and V₂ have the same sign, |E − V₁| = |V₂| + 2|V₁|, so every nonempty finite network attains the upper bound.

```lean
/-- On every nonempty finite network `3 V₁ + V₂` is an eigenvalue. -/
theorem outer_edge [Nonempty I] (σ : I × Fin 4 → I × Fin 4) (V₁ V₂ : ℝ) :
    Module.End.HasEigenvalue (hamiltonian σ V₁ V₂) (3 * V₁ + V₂ : ℂ) := by
  -- the state with equal amplitude on all hybrids
  let u : Hybrids I := WithLp.toLp 2 fun _ => 1
  refine Module.End.hasEigenvalue_of_hasEigenvector (x := u)
    ⟨Module.End.mem_eigenspace_iff.2 ?_, fun h => ?_⟩
  · ext p
    have h := add_sum_erase univ (fun _ : Fin 4 => (1 : ℂ)) (mem_univ p.2)
    simp only [Fin.sum_univ_four] at h
    show (V₁ : ℂ) * ∑ k ∈ univ.erase p.2, (1 : ℂ) + (V₂ : ℂ) * 1 = (3 * V₁ + V₂ : ℂ) * 1
    linear_combination (V₁ : ℂ) * h
  · obtain ⟨i⟩ := ‹Nonempty I›
    have h1 : (1 : ℂ) = 0 := congrArg (fun f : Hybrids I => f (i, 0)) h
    exact one_ne_zero h1
```

For the lower bound, join two atoms by four bonds, k to k, as in a single primitive cell of diamond with periodic boundary conditions, and put amplitudes (1, −1, 0, 0)/2 on each atom. They sum to zero on an atom, so the other three hybrids contribute −V₁ times the amplitude, and the bond contributes V₂ times it:

E = V₂ − V₁.

For couplings of the same sign, |E − V₁| = | |V₂| − 2|V₁| |. A lower bound on |E − V₁| that holds for all networks therefore cannot be tighter there. Lean labels the two atoms by `Bool` and omits the factor 1/2.

```lean
/-- For two atoms joined by four bonds, `V₂ - V₁` is an eigenvalue. -/
theorem inner_edge (V₁ V₂ : ℝ) :
    Module.End.HasEigenvalue
      (hamiltonian (fun p : Bool × Fin 4 => (!p.1, p.2)) V₁ V₂) (V₂ - V₁ : ℂ) := by
  -- amplitudes that sum to zero on each atom and agree across each bond
  let c : Fin 4 → ℂ := ![1, -1, 0, 0]
  let u : Hybrids Bool := WithLp.toLp 2 fun p => c p.2
  have hc : ∑ k, c k = 0 := by simp [c, Fin.sum_univ_four]
  refine Module.End.hasEigenvalue_of_hasEigenvector (x := u)
    ⟨Module.End.mem_eigenspace_iff.2 ?_, fun h => ?_⟩
  · ext p
    have h := add_sum_erase univ c (mem_univ p.2)
    rw [hc] at h
    show (V₁ : ℂ) * ∑ k ∈ univ.erase p.2, c k + (V₂ : ℂ) * c p.2 = (V₂ - V₁ : ℂ) * c p.2
    linear_combination (V₁ : ℂ) * h
  · have h1 : (1 : ℂ) = 0 := congrArg (fun f : Hybrids Bool => f (true, 0)) h
    exact one_ne_zero h1

end

end WeaireThorpe
```

```lean
#print axioms WeaireThorpe.network_bounds
#print axioms WeaireThorpe.outer_edge
#print axioms WeaireThorpe.inner_edge
```

```
'WeaireThorpe.network_bounds' depends on axioms: [propext, Classical.choice, Quot.sound]
'WeaireThorpe.outer_edge' depends on axioms: [propext, Classical.choice, Quot.sound]
'WeaireThorpe.inner_edge' depends on axioms: [propext, Classical.choice, Quot.sound]
```
